# Average fidelity of a qubit channel over the six Pauli eigenstates

Q: I run a noisy gate on one qubit. I prepare a pure state ψ, let the device act, and test whether the output is still ψ. The pass probability depends on ψ, so I want its average. I hear this average is now a theorem, and I doubt that the formal object is what I measure.

A: Take the definitions one at a time. Operators are 2×2 complex matrices, abbreviated `M2`, with rows and columns numbered 0 and 1. I write 𝟙 for the unit matrix, which is `1` in Lean, where `I` is the imaginary unit and `ᴴ` is the dagger.

```lean
import Mathlib

open Matrix Complex

namespace AverageGateFidelity

noncomputable section

local notation "M2" => Matrix (Fin 2) (Fin 2) ℂ
```

The index a = 0, 1, 2 labels σ_a = X, Y, Z, so σ_0 is X and not the identity. For a sign s = ±1 set

P(a,s) = (𝟙 + s σ_a)/2.

`sixMean f` averages a function f over these six matrices.

```lean
/-- The Pauli matrices `X`, `Y`, `Z`. -/
def pauli : Fin 3 → M2 := ![!![0, 1; 1, 0], !![0, -I; I, 0], !![1, 0; 0, -1]]

/-- The matrix `(1 + s σ_a) / 2`, used with `s = 1` and `s = -1`. -/
def eigenProj (a : Fin 3) (s : ℂ) : M2 := (1 / 2 : ℂ) • (1 + s • pauli a)

/-- The mean of a function over the six matrices `(1 ± σ_a) / 2`. -/
def sixMean (f : M2 → ℂ) : ℂ := (∑ a, (f (eigenProj a 1) + f (eigenProj a (-1)))) / 6
```

The device is a family of Kraus matrices K_k, with k in a finite index type `ι`, acting on a state ρ as

Φ(ρ) = Σ_k K_k ρ K_k†.

For P = |ψ⟩⟨ψ| with ψ normalised, Tr(P Φ(P)) = ⟨ψ|Φ(|ψ⟩⟨ψ|)|ψ⟩ is your pass probability. Its six-state mean F is `avgFidelity`. If the intended gate is U, the test state is U P U†, and the mean F_U of Tr(U P U† Φ(P)) is `gateFidelity`. The last definition is amplitude damping with decay probability γ, an example for later.

```lean
variable {ι : Type*} [Fintype ι]

/-- The map `ρ ↦ ∑ K_k ρ K_k†` with Kraus matrices `K_k`. -/
def channel (K : ι → M2) (ρ : M2) : M2 := ∑ k, K k * ρ * (K k)ᴴ

/-- The average fidelity: the mean of `Tr(P Φ(P))` over the six Pauli eigenprojectors. -/
def avgFidelity (K : ι → M2) : ℂ := sixMean fun P => trace (P * channel K P)

/-- The average fidelity to a target gate `U`: the mean of `Tr(U P U† Φ(P))` over the six
Pauli eigenprojectors. -/
def gateFidelity (U : M2) (K : ι → M2) : ℂ :=
  sixMean fun P => trace (U * P * Uᴴ * channel K P)

/-- The two Kraus matrices of amplitude damping with decay probability `γ`. -/
def ampDamp (γ : ℝ) : Fin 2 → M2 :=
  ![!![1, 0; 0, (Real.sqrt (1 - γ) : ℂ)], !![0, (Real.sqrt γ : ℂ); 0, 0]]
```

Q: `eigenProj` accepts any complex s. Why should I believe these matrices are states?

A: `eigenProj_spec` checks it under the hypothesis `s = 1 ∨ s = -1`. Its steps `h1`, `h2`, `h3` are σ† = σ, σ² = 𝟙 and Tr σ = 0 for σ = σ_a, verified entry by entry. With s² = 1 and P = P(a,s) they give P† = P, Tr P = 1 and

P² = (𝟙 + 2sσ + σ²)/4 = P,
σP = (σ + s𝟙)/2 = sP.

A Hermitian idempotent of trace one projects on a single normalised vector, here the eigenvector of σ_a with eigenvalue s.

```lean
/-- For `s = ±1` the matrix `P = (1 + s σ_a) / 2` is a Hermitian projector of trace one
with `σ_a P = s P`. -/
theorem eigenProj_spec (a : Fin 3) (s : ℂ) (hs : s = 1 ∨ s = -1) :
    (eigenProj a s).IsHermitian ∧ eigenProj a s * eigenProj a s = eigenProj a s ∧
      trace (eigenProj a s) = 1 ∧ pauli a * eigenProj a s = s • eigenProj a s := by
  -- Pauli matrices are Hermitian, square to one and are traceless
  have h1 : (pauli a)ᴴ = pauli a := by
    fin_cases a <;> ext i j <;> fin_cases i <;> fin_cases j <;>
      simp [pauli, conjTranspose_apply]
  have h2 : pauli a * pauli a = 1 := by
    fin_cases a <;> ext i j <;> fin_cases i <;> fin_cases j <;>
      simp [pauli, Matrix.mul_apply, Fin.sum_univ_two]
  have h3 : trace (pauli a) = 0 := by
    fin_cases a <;> simp [pauli, trace_fin_two]
  refine ⟨?_, ?_, ?_, ?_⟩
  · rcases hs with rfl | rfl <;> simp [Matrix.IsHermitian, eigenProj, h1]
  · rcases hs with rfl | rfl <;>
      simp only [eigenProj, smul_mul_assoc, mul_smul_comm, add_mul, mul_add, one_mul,
        mul_one, h2] <;> module
  · rcases hs with rfl | rfl <;> norm_num [eigenProj, h3]
  · rcases hs with rfl | rfl <;>
      simp only [eigenProj, mul_smul_comm, mul_add, mul_one, h2] <;> module
```

Q: Average gate fidelity usually means the uniform average over the whole Bloch sphere. Six points are not a sphere.

A: The file takes the six-state mean as its definition and contains no integral over states. What it proves about the six states is an identity for arbitrary matrices A and B:

Σ_{a,s} Tr(P(a,s) A P(a,s) B) = Tr(AB) + Tr A · Tr B.

Expand one term:

Tr(P A P B) = ¼ [Tr(AB) + s Tr(σ_a A B) + s Tr(A σ_a B) + Tr(σ_a A σ_a B)].

The terms odd in s cancel between the two signs, so the total is

(3/2) Tr(AB) + ½ Σ_a Tr(σ_a A σ_a B).

Now Σ_a σ_a A σ_a = 2 (Tr A) 𝟙 − A. Both sides are linear in A, and 𝟙, X, Y, Z span the 2×2 complex matrices, so it is enough to check these four. For A = 𝟙 both are 3·𝟙. For A a Pauli matrix both are −A, because A commutes with itself and anticommutes with the other two. Inserting this gives (3/2 − 1/2) Tr(AB) + Tr A · Tr B. `two_design` takes another route: it expands both sides into entries of A and B, and `linear_combination` closes the polynomial identity with i² = −1, needed for the Y terms. The uniform sphere average of Tr(P A P B) is known to equal the same right side divided by 6, but that link is left unformalised.

```lean
/-- For any matrices `A`, `B` the sum of `Tr(P A P B)` over the six Pauli eigenprojectors is
`Tr(A B) + Tr A Tr B`. -/
theorem two_design (A B : M2) :
    ∑ a, (trace (eigenProj a 1 * A * eigenProj a 1 * B)
        + trace (eigenProj a (-1) * A * eigenProj a (-1) * B))
      = trace (A * B) + trace A * trace B := by
  simp only [trace_fin_two, Matrix.mul_apply, Fin.sum_univ_two, Fin.sum_univ_three,
    eigenProj, Matrix.smul_apply, Matrix.add_apply]
  simp [pauli]
  -- only the `Y` terms need `i² = -1`
  linear_combination (1 / 2 * (-(A 1 1 * B 0 0) + A 1 0 * B 1 0 + A 0 1 * B 0 1
    - A 0 0 * B 1 1)) * Complex.I_sq
```

Q: How does the channel enter?

A: By linearity Tr(P Φ(P)) = Σ_k Tr(P K_k P K_k†). Exchange the sums over states and over k (`Finset.sum_comm`) and use the identity with A = K_k, B = K_k†. Cyclicity turns Tr(K_k K_k†) into Tr(K_k† K_k), and Tr(K_k†) is the conjugate of Tr K_k, so the product is |Tr K_k|², written `‖trace (K k)‖ ^ 2`. Hence, for any finite family,

F = (Tr Σ_k K_k† K_k + Σ_k |Tr K_k|²)/6.

```lean
/-- For any Kraus matrices the average fidelity is
`(Tr ∑ K_k† K_k + ∑ |Tr K_k|²) / 6`. -/
theorem avgFidelity_general (K : ι → M2) :
    avgFidelity K =
      (trace (∑ k, (K k)ᴴ * K k) + ((∑ k, ‖trace (K k)‖ ^ 2 : ℝ) : ℂ)) / 6 := by
  -- the identity `two_design` with `A = K_k`, `B = K_k†`
  have h : ∀ k, ∑ a, (trace (eigenProj a 1 * K k * eigenProj a 1 * (K k)ᴴ)
        + trace (eigenProj a (-1) * K k * eigenProj a (-1) * (K k)ᴴ))
      = trace ((K k)ᴴ * K k) + ((‖trace (K k)‖ ^ 2 : ℝ) : ℂ) := by
    intro k
    rw [two_design, trace_conjTranspose, trace_mul_comm (K k) (K k)ᴴ, Complex.star_def,
      Complex.mul_conj, Complex.normSq_eq_norm_sq]
  simp only [avgFidelity, sixMean, channel, Matrix.mul_sum, trace_sum, ← Matrix.mul_assoc,
    ← Finset.sum_add_distrib]
  rw [Finset.sum_comm]
  simp only [h]
  rw [Finset.sum_add_distrib, Complex.ofReal_sum]
```

Trace preservation is the hypothesis `hK`, Σ_k K_k† K_k = 𝟙. With Tr 𝟙 = 2,

F = (2 + Σ_k |Tr K_k|²)/6.

```lean
/-- For Kraus matrices with `∑ K_k† K_k = 1` the average fidelity is the real number
`(2 + ∑ |Tr K_k|²) / 6`. -/
theorem avgFidelity_eq (K : ι → M2) (hK : ∑ k, (K k)ᴴ * K k = 1) :
    avgFidelity K = (((2 + ∑ k, ‖trace (K k)‖ ^ 2) / 6 : ℝ) : ℂ) := by
  rw [avgFidelity_general, hK, trace_one]
  simp
```

Q: `avgFidelity` is complex-valued, and the bounds speak of `.re`. Is an imaginary part being discarded?

A: No. `avgFidelity_eq` equates F with a real number cast into ℂ, so under `hK` the real part is all of F. The lower bound F ≥ 1/3 holds because the squares are non-negative (`hS`). Equality requires their sum to vanish, which happens exactly when every Tr K_k = 0 (`h0`).

```lean
/-- For `∑ K_k† K_k = 1` the average fidelity is at least `1/3`, with equality exactly
when every Kraus matrix is traceless. -/
theorem one_third_le_avgFidelity (K : ι → M2) (hK : ∑ k, (K k)ᴴ * K k = 1) :
    1 / 3 ≤ (avgFidelity K).re ∧
      ((avgFidelity K).re = 1 / 3 ↔ ∀ k, trace (K k) = 0) := by
  rw [avgFidelity_eq K hK, Complex.ofReal_re]
  have hS : 0 ≤ ∑ k, ‖trace (K k)‖ ^ 2 := Finset.sum_nonneg fun k _ => sq_nonneg _
  have h0 : ∑ k, ‖trace (K k)‖ ^ 2 = 0 ↔ ∀ k, trace (K k) = 0 :=
    (Finset.sum_eq_zero_iff_of_nonneg (s := Finset.univ)
      (f := fun k => ‖trace (K k)‖ ^ 2) (fun k _ => sq_nonneg _)).trans (by simp)
  refine ⟨by linarith, ?_⟩
  rw [← h0]
  constructor <;> intro h <;> linarith
```

Q: A mean of probabilities is at most 1. Does the formula know that?

A: It follows from a matrix inequality. For A with entries A_ij, Tr(A†A) = Σ_ij |A_ij|², and the parallelogram law gives 2|A_00|² + 2|A_11|² = |A_00 + A_11|² + |A_00 − A_11|². Therefore

2 Tr(A†A) − |Tr A|² = |A_00 − A_11|² + 2|A_01|² + 2|A_10|².

This is `key`, proved by `ring` on real and imaginary parts. The gap is non-negative and vanishes exactly when A = c𝟙 for some complex c; the proof takes c = A_00.

```lean
/-- A 2 by 2 matrix obeys `|Tr A|² ≤ 2 Tr(A† A)`, with equality exactly when `A` is a
multiple of the identity. -/
theorem trace_sq_le (A : M2) :
    ‖trace A‖ ^ 2 ≤ 2 * (trace (Aᴴ * A)).re ∧
      (‖trace A‖ ^ 2 = 2 * (trace (Aᴴ * A)).re ↔ ∃ c : ℂ, A = c • 1) := by
  -- the gap is a sum of squares
  have key : 2 * (trace (Aᴴ * A)).re = ‖trace A‖ ^ 2
      + (‖A 0 0 - A 1 1‖ ^ 2 + 2 * ‖A 0 1‖ ^ 2 + 2 * ‖A 1 0‖ ^ 2) := by
    simp only [Complex.sq_norm, Complex.normSq_apply, trace_fin_two, Matrix.mul_apply,
      Fin.sum_univ_two, conjTranspose_apply, Complex.add_re, Complex.add_im, Complex.mul_re,
      Complex.sub_re, Complex.sub_im, Complex.star_def, Complex.conj_re, Complex.conj_im]
    ring
  have p1 := sq_nonneg ‖A 0 0 - A 1 1‖
  have p2 := sq_nonneg ‖A 0 1‖
  have p3 := sq_nonneg ‖A 1 0‖
  refine ⟨by linarith, fun h => ?_, ?_⟩
  · have z : ∀ w : ℂ, ‖w‖ ^ 2 = 0 → w = 0 := fun w hw =>
      norm_eq_zero.1 ((pow_eq_zero_iff two_ne_zero).1 hw)
    have e1 : A 0 0 = A 1 1 := sub_eq_zero.1 (z _ (by linarith))
    have e2 : A 0 1 = 0 := z _ (by linarith)
    have e3 : A 1 0 = 0 := z _ (by linarith)
    refine ⟨A 0 0, ?_⟩
    ext i j
    fin_cases i <;> fin_cases j <;> simp [e1, e2, e3]
  · rintro ⟨c, rfl⟩
    rw [key]
    simp
```

Summing over k gives Σ_k |Tr K_k|² ≤ 2 Tr 𝟙 = 4 (`h4`, `hs`), so F ≤ 1. A sum of termwise inequalities is tight only if each term is, by `Finset.sum_eq_sum_iff_of_le`, so F = 1 exactly when every K_k is a multiple of 𝟙.

```lean
/-- For `∑ K_k† K_k = 1` the average fidelity is at most `1`, with equality exactly when
every Kraus matrix is a multiple of the identity. -/
theorem avgFidelity_le_one (K : ι → M2) (hK : ∑ k, (K k)ᴴ * K k = 1) :
    (avgFidelity K).re ≤ 1 ∧
      ((avgFidelity K).re = 1 ↔ ∀ k, ∃ c : ℂ, K k = c • 1) := by
  rw [avgFidelity_eq K hK, Complex.ofReal_re]
  have h2 : ∑ k, (trace ((K k)ᴴ * K k)).re = 2 := by
    rw [← Complex.re_sum, ← trace_sum, hK]
    simp
  have h4 : ∑ k, 2 * (trace ((K k)ᴴ * K k)).re = 4 := by
    rw [← Finset.mul_sum, h2]
    norm_num
  have hle : ∀ k ∈ Finset.univ, ‖trace (K k)‖ ^ 2 ≤ 2 * (trace ((K k)ᴴ * K k)).re :=
    fun k _ => (trace_sq_le (K k)).1
  have hs := Finset.sum_le_sum hle
  have hiff := Finset.sum_eq_sum_iff_of_le hle
  refine ⟨by linarith, fun h k => ?_, fun h => ?_⟩
  · exact (trace_sq_le (K k)).2.1 (hiff.1 (by linarith) k (Finset.mem_univ k))
  · have := hiff.2 fun k _ => (trace_sq_le (K k)).2.2 (h k)
    linarith
```

Q: My gate is not the identity.

A: For a target U, cyclicity moves the leading U to the end:

Tr(U P U† K_k P K_k†) = Tr(P (U†K_k) P (U†K_k)†).

So F_U is F for the family U†K_k (`hred`). For unitary U (`hU`), U U† = 𝟙 gives (U†K_k)†(U†K_k) = K_k† K_k, so the new family is trace preserving (`hsum`), and

F_U = (2 + Σ_k |Tr(U†K_k)|²)/6.

For F_U the file states this formula only; the two bounds are stated for F.

```lean
/-- For `∑ K_k† K_k = 1` and a unitary target gate `U` the six-state mean fidelity to `U` is
`(2 + ∑ |Tr(U† K_k)|²) / 6`. -/
theorem gateFidelity_eq (U : M2) (hU : U ∈ Matrix.unitaryGroup (Fin 2) ℂ) (K : ι → M2)
    (hK : ∑ k, (K k)ᴴ * K k = 1) :
    gateFidelity U K = (((2 + ∑ k, ‖trace (Uᴴ * K k)‖ ^ 2) / 6 : ℝ) : ℂ) := by
  have hUU : U * Uᴴ = 1 := Matrix.mem_unitaryGroup_iff.1 hU
  -- cyclicity of the trace absorbs `U†` into the Kraus matrices
  have hred : gateFidelity U K = avgFidelity (fun k => Uᴴ * K k) := by
    unfold gateFidelity avgFidelity
    congr 1
    funext P
    simp only [channel, Matrix.mul_sum, trace_sum, conjTranspose_mul,
      conjTranspose_conjTranspose]
    refine Finset.sum_congr rfl fun k _ => ?_
    simp only [Matrix.mul_assoc]
    rw [trace_mul_comm U]
    simp only [Matrix.mul_assoc]
  have hsum : ∑ k, (Uᴴ * K k)ᴴ * (Uᴴ * K k) = 1 := by
    rw [← hK]
    refine Finset.sum_congr rfl fun k _ => ?_
    rw [conjTranspose_mul, conjTranspose_conjTranspose, Matrix.mul_assoc,
      ← Matrix.mul_assoc U, hUU, Matrix.one_mul]
  rw [hred]
  exact avgFidelity_eq (fun k => Uᴴ * K k) hsum
```

Q: Is 1/3 reached, and what happens in the smallest case?

A: The smallest family satisfying `hK` has one matrix (for an empty family the sum is 0, not 𝟙), here indexed by `Unit`. Taking K = σ_a gives K†K = 𝟙 and Tr K = 0, so F = 2/6 = 1/3. This agrees with counting states: X preserves its two eigenstates and sends the other four to orthogonal states.

```lean
/-- A single Pauli matrix as Kraus matrix satisfies `K† K = 1` and has average fidelity
`1/3`. -/
theorem pauli_gate_attains_one_third (a : Fin 3) :
    (pauli a)ᴴ * pauli a = 1 ∧ avgFidelity (fun _ : Unit => pauli a) = 1 / 3 := by
  have h : (pauli a)ᴴ * pauli a = 1 := by
    fin_cases a <;> ext i j <;> fin_cases i <;> fin_cases j <;>
      simp [pauli, Matrix.mul_apply, Fin.sum_univ_two, conjTranspose_apply]
  have h3 : trace (pauli a) = 0 := by
    fin_cases a <;> simp [pauli, trace_fin_two]
  refine ⟨h, ?_⟩
  rw [avgFidelity_eq (fun _ : Unit => pauli a) (by simpa using h)]
  norm_num [h3]
```

For amplitude damping with 0 ≤ γ ≤ 1, K_0 = diag(1, √(1−γ)) and K_1 = √γ |0⟩⟨1|. Then K_0†K_0 = diag(1, 1−γ) and K_1†K_1 = diag(0, γ) add to 𝟙; the range of γ makes the square roots square back (`e1`, `e2`). Since Tr K_0 = 1 + √(1−γ) and Tr K_1 = 0,

F = (2 + (1 + √(1−γ))²)/6.

Putting γ = 0 into this expression gives 1. Putting γ = 1 gives 1/2, as expected when every input decays to |0⟩ and the six overlaps are 1, 0 and four times 1/2.

```lean
/-- For `0 ≤ γ ≤ 1` the amplitude damping matrices satisfy `∑ K_k† K_k = 1`, and their
average fidelity is `(2 + (1 + √(1 - γ))²) / 6`. -/
theorem ampDamp_witness (γ : ℝ) (h0 : 0 ≤ γ) (h1 : γ ≤ 1) :
    ∑ k, (ampDamp γ k)ᴴ * ampDamp γ k = 1 ∧
      avgFidelity (ampDamp γ) = (((2 + (1 + Real.sqrt (1 - γ)) ^ 2) / 6 : ℝ) : ℂ) := by
  have e1 : (Real.sqrt (1 - γ) : ℂ) * (Real.sqrt (1 - γ) : ℂ) = 1 - γ := by
    rw [← Complex.ofReal_mul, Real.mul_self_sqrt (by linarith)]
    simp
  have e2 : (Real.sqrt γ : ℂ) * (Real.sqrt γ : ℂ) = γ := by
    rw [← Complex.ofReal_mul, Real.mul_self_sqrt h0]
  have hK : ∑ k, (ampDamp γ k)ᴴ * ampDamp γ k = 1 := by
    rw [Fin.sum_univ_two]
    ext i j
    fin_cases i <;> fin_cases j <;>
      simp [ampDamp, Matrix.mul_apply, Fin.sum_univ_two, conjTranspose_apply, e1, e2]
  have hn : ‖(1 : ℂ) + (Real.sqrt (1 - γ) : ℂ)‖ = 1 + Real.sqrt (1 - γ) := by
    rw [← Complex.ofReal_one, ← Complex.ofReal_add, Complex.norm_real,
      Real.norm_of_nonneg (by positivity)]
  have hS : ∑ k, ‖trace (ampDamp γ k)‖ ^ 2 = (1 + Real.sqrt (1 - γ)) ^ 2 := by
    simp [ampDamp, Fin.sum_univ_two, trace_fin_two, hn]
  exact ⟨hK, by rw [avgFidelity_eq _ hK, hS]⟩

end

end AverageGateFidelity
```

```lean
#print axioms AverageGateFidelity.one_third_le_avgFidelity
-- 'AverageGateFidelity.one_third_le_avgFidelity' depends on axioms: [propext, Classical.choice, Quot.sound]
#print axioms AverageGateFidelity.avgFidelity_le_one
-- 'AverageGateFidelity.avgFidelity_le_one' depends on axioms: [propext, Classical.choice, Quot.sound]
#print axioms AverageGateFidelity.gateFidelity_eq
-- 'AverageGateFidelity.gateFidelity_eq' depends on axioms: [propext, Classical.choice, Quot.sound]
#print axioms AverageGateFidelity.pauli_gate_attains_one_third
-- 'AverageGateFidelity.pauli_gate_attains_one_third' depends on axioms: [propext, Classical.choice, Quot.sound]
```

Q: What have you assumed about my device?

A: That it acts on one qubit and stays in the two-level space, that it is the same map in every run, and that it comes in Kraus form with finitely many matrices obeying Σ_k K_k† K_k = 𝟙, the target U being unitary; this form is the starting point and is not derived from complete positivity. Preparation and measurement are ideal. For such a single-qubit noise model, the formula turns the Kraus matrices into the mean pass probability of a six-state gate test through the traces Tr(U†K_k) alone.
